# Damped response of a finite real symmetric matrix is a Lorentzian-broadened stick spectrum

**Question.** A molecule is driven by light of frequency $w$, and I describe its excited states by a finite real symmetric matrix $A$, with energies counted from the ground state in units with $\hbar=1$, and the transition dipoles from that state, along the polarisation of the light, by a real vector $d$. Diagonalising $A$ gives sticks at the excitation energies. Alternatively, I can add a damping $g>0$ and solve, at each frequency,

$$(A-w)x+g\,y=d,\qquad (A-w)y-g\,x=0$$

for the in-phase response $x$ and the out-of-phase response $y$. I expect $d\cdot y$ to be the same stick spectrum with every line broadened into a Lorentzian. Can this be made rigorous, including existence and uniqueness of the solution, and checked by machine?

**Answer.** Yes. The eigenvectors of $A$ split the coupled equations into one two-by-two system per line.

## One pair of equations per line

Use units with $\hbar=1$. Let $u_k$ be orthonormal eigenvectors of $A$, as many as there are dimensions, with $Au_k=E_ku_k$. Write $x_k=u_k\cdot x$, $y_k=u_k\cdot y$, $d_k=u_k\cdot d$ and $\Delta_k=E_k-w$. Since $A$ is symmetric, $u_k\cdot(Ax)=(Au_k)\cdot x=E_kx_k$. Projecting both equations on $u_k$ gives

$$\Delta_kx_k+g\,y_k=d_k,\qquad \Delta_ky_k-g\,x_k=0.$$

Multiply the first by $\Delta_k$, the second by $g$, and subtract. Then multiply the first by $g$, the second by $\Delta_k$, and add. The results are

$$(\Delta_k^2+g^2)x_k=\Delta_kd_k,\qquad(\Delta_k^2+g^2)y_k=g\,d_k.$$

The common factor is positive, so

$$x_k=\frac{\Delta_k}{\Delta_k^2+g^2}\,d_k,\qquad y_k=\frac{g}{\Delta_k^2+g^2}\,d_k.$$

Conversely, these values satisfy both projected equations: the first becomes $(\Delta_k^2+g^2)d_k/(\Delta_k^2+g^2)=d_k$, and in the second the two terms cancel. The vectors $x=\sum_kx_ku_k$ and $y=\sum_ky_ku_k$ therefore solve the original system, and no others do, because components in a complete basis determine a vector. Since $d\cdot y=\sum_kd_ky_k$, and likewise for $x$,

$$d\cdot y=\sum_k\frac{(d\cdot u_k)^2\,g}{(E_k-w)^2+g^2},\qquad d\cdot x=\sum_k\frac{(d\cdot u_k)^2(E_k-w)}{(E_k-w)^2+g^2}.$$

The broadening preserves the total strength up to a constant factor $\pi$. With $t=(w-E_k)/g$,

$$\int_{-\infty}^{\infty}\frac{g\,dw}{(E_k-w)^2+g^2}=\int_{-\infty}^{\infty}\frac{dt}{1+t^2}=\pi,$$

so $\int d\cdot y\,dw=\pi\sum_kd_k^2=\pi\,d\cdot d$, whatever the values of $A$ and $g>0$.

## The Lean file

```lean
import Mathlib

open Matrix MeasureTheory

namespace DampedResponseSpectrum

noncomputable section

variable {n : Type*} [Fintype n] [DecidableEq n]

/-- The vectors `u k` are orthonormal eigenvectors of `A` with energies `E k`,
as many as there are dimensions. -/
structure IsEigenbasis (A : Matrix n n ℝ) (u : n → n → ℝ) (E : n → ℝ) : Prop where
  orth : ∀ j k, u j ⬝ᵥ u k = if j = k then 1 else 0
  eig : ∀ k, A *ᵥ u k = E k • u k

/-- The real equations for the in-phase response `x` and the out-of-phase response `y`
to a drive `d` at frequency `w` with damping `g`. -/
def IsDampedResponse (A : Matrix n n ℝ) (w g : ℝ) (d x y : n → ℝ) : Prop :=
  A *ᵥ x - w • x + g • y = d ∧ A *ᵥ y - w • y - g • x = 0

/-- The absorptive Lorentzian profile of a line at energy `E`. -/
def absorptive (g E w : ℝ) : ℝ := g / ((E - w) ^ 2 + g ^ 2)

/-- The dispersive Lorentzian profile of a line at energy `E`. -/
def dispersive (g E w : ℝ) : ℝ := (E - w) / ((E - w) ^ 2 + g ^ 2)

/-- Every real symmetric matrix has an orthonormal eigenbasis. -/
theorem exists_isEigenbasis {A : Matrix n n ℝ} (hA : Aᵀ = A) :
    ∃ u E, IsEigenbasis A u E := by
  have hH : A.IsHermitian := by
    rw [Matrix.IsHermitian, conjTranspose_eq_transpose_of_trivial]
    exact hA
  refine ⟨fun k => (hH.eigenvectorBasis k).ofLp, hH.eigenvalues, ?_,
    fun k => hH.mulVec_eigenvectorBasis k⟩
  intro j k
  have h := orthonormal_iff_ite.mp hH.eigenvectorBasis.orthonormal j k
  rw [PiLp.inner_apply] at h
  refine Eq.trans ?_ h
  simp only [dotProduct]
  refine Finset.sum_congr rfl fun i _ => ?_
  simp [mul_comm]

/-- An explicit coupled two-level matrix with its orthonormal eigenvectors and energies. -/
theorem isEigenbasis_witness :
    IsEigenbasis !![9, 12; 12, 16] ![![3 / 5, 4 / 5], ![-4 / 5, 3 / 5]] ![25, 0] := by
  constructor
  · intro j k
    fin_cases j <;> fin_cases k <;> norm_num [dotProduct, Fin.sum_univ_succ]
  · intro k
    ext i
    fin_cases k <;> fin_cases i <;> norm_num [mulVec, dotProduct, Fin.sum_univ_succ]

variable {A : Matrix n n ℝ} {u : n → n → ℝ} {E : n → ℝ}

/-- Orthonormality and completeness of the eigenbasis, in matrix form. -/
theorem IsEigenbasis.complete (h : IsEigenbasis A u E) :
    of u * (of u)ᵀ = 1 ∧ (of u)ᵀ * of u = 1 := by
  have h1 : of u * (of u)ᵀ = 1 := by
    ext j k
    rw [Matrix.one_apply]
    exact h.orth j k
  exact ⟨h1, mul_eq_one_comm.mp h1⟩

/-- The overlap of two vectors is the sum of products of their eigenbasis components. -/
theorem IsEigenbasis.parseval (h : IsEigenbasis A u E) (a b : n → ℝ) :
    a ⬝ᵥ b = ∑ k, (u k ⬝ᵥ a) * (u k ⬝ᵥ b) := by
  calc a ⬝ᵥ b = a ⬝ᵥ ((of u)ᵀ *ᵥ (of u *ᵥ b)) := by
        rw [mulVec_mulVec, h.complete.2, one_mulVec]
    _ = (of u *ᵥ a) ⬝ᵥ (of u *ᵥ b) := by
        rw [Matrix.dotProduct_mulVec, vecMul_transpose]
    _ = ∑ k, (u k ⬝ᵥ a) * (u k ⬝ᵥ b) := rfl

/-- Two vectors with the same eigenbasis components are equal. -/
theorem IsEigenbasis.ext_components (h : IsEigenbasis A u E) {a b : n → ℝ}
    (hab : ∀ k, u k ⬝ᵥ a = u k ⬝ᵥ b) : a = b := by
  have hU : of u *ᵥ a = of u *ᵥ b := funext hab
  calc a = (of u)ᵀ *ᵥ (of u *ᵥ a) := by rw [mulVec_mulVec, h.complete.2, one_mulVec]
    _ = (of u)ᵀ *ᵥ (of u *ᵥ b) := by rw [hU]
    _ = b := by rw [mulVec_mulVec, h.complete.2, one_mulVec]

/-- On the component along `u k`, the matrix `A` acts as multiplication by `E k`. -/
theorem IsEigenbasis.dot_mulVec (h : IsEigenbasis A u E) (k : n) (x : n → ℝ) :
    u k ⬝ᵥ (A *ᵥ x) = E k * (u k ⬝ᵥ x) := by
  have h1 : A * (of u)ᵀ = (of u)ᵀ * diagonal E := by
    ext i j
    rw [Matrix.mul_diagonal]
    have hj : (A *ᵥ u j) i = E j * u j i := congrFun (h.eig j) i
    exact hj.trans (mul_comm _ _)
  -- move the eigenvalue equation to the other side by completeness
  have h2 : of u * A = diagonal E * of u := by
    calc of u * A = of u * A * ((of u)ᵀ * of u) := by rw [h.complete.2, mul_one]
      _ = of u * (A * (of u)ᵀ) * of u := by simp only [Matrix.mul_assoc]
      _ = (of u * (of u)ᵀ) * diagonal E * of u := by
          rw [h1]; simp only [Matrix.mul_assoc]
      _ = diagonal E * of u := by rw [h.complete.1, one_mul]
  have h3 : of u *ᵥ (A *ᵥ x) = diagonal E *ᵥ (of u *ᵥ x) := by
    rw [mulVec_mulVec, h2, mulVec_mulVec]
  exact (congrFun h3 k).trans (mulVec_diagonal _ _ _)

/-- The damped response equations hold exactly when each eigenbasis component of the
response is that of the drive times a dispersive (`x`) or absorptive (`y`) profile. -/
theorem isDampedResponse_iff (h : IsEigenbasis A u E) {w g : ℝ} (hg : g ≠ 0)
    (d x y : n → ℝ) :
    IsDampedResponse A w g d x y ↔ ∀ k,
      u k ⬝ᵥ x = dispersive g (E k) w * (u k ⬝ᵥ d) ∧
      u k ⬝ᵥ y = absorptive g (E k) w * (u k ⬝ᵥ d) := by
  have hden : ∀ k, (E k - w) ^ 2 + g ^ 2 ≠ 0 := fun k => by positivity
  unfold dispersive absorptive
  constructor
  · rintro ⟨h1, h2⟩ k
    -- project both equations on one eigenvector and solve the 2 × 2 system
    have e1 := congrArg (fun v => u k ⬝ᵥ v) h1
    have e2 := congrArg (fun v => u k ⬝ᵥ v) h2
    simp only [dotProduct_add, dotProduct_sub, dotProduct_smul, smul_eq_mul,
      h.dot_mulVec, dotProduct_zero] at e1 e2
    constructor
    · rw [div_mul_eq_mul_div, eq_div_iff (hden k)]
      linear_combination (E k - w) * e1 - g * e2
    · rw [div_mul_eq_mul_div, eq_div_iff (hden k)]
      linear_combination g * e1 + (E k - w) * e2
  · intro hk
    constructor
    · apply h.ext_components
      intro k
      simp only [dotProduct_add, dotProduct_sub, dotProduct_smul, smul_eq_mul,
        h.dot_mulVec]
      rw [(hk k).1, (hk k).2]
      have hc := mul_div_cancel_right₀ (u k ⬝ᵥ d) (hden k)
      linear_combination hc
    · apply h.ext_components
      intro k
      simp only [dotProduct_sub, dotProduct_smul, smul_eq_mul, h.dot_mulVec,
        dotProduct_zero]
      rw [(hk k).1, (hk k).2]
      ring

/-- The damped response exists and is unique, and its overlaps with the drive are the
stick strengths `(d · u k)²` broadened by absorptive and dispersive Lorentzian profiles. -/
theorem damped_response_spectrum (h : IsEigenbasis A u E) {w g : ℝ} (hg : g ≠ 0)
    (d : n → ℝ) :
    (∃! p : (n → ℝ) × (n → ℝ), IsDampedResponse A w g d p.1 p.2) ∧
    ∀ x y, IsDampedResponse A w g d x y →
      d ⬝ᵥ y = ∑ k, (d ⬝ᵥ u k) ^ 2 * absorptive g (E k) w ∧
      d ⬝ᵥ x = ∑ k, (d ⬝ᵥ u k) ^ 2 * dispersive g (E k) w := by
  -- a vector can be built from any prescribed components
  have synth : ∀ (c : n → ℝ) (k : n), u k ⬝ᵥ ((of u)ᵀ *ᵥ c) = c k := by
    intro c k
    have hc : of u *ᵥ ((of u)ᵀ *ᵥ c) = c := by
      rw [mulVec_mulVec, h.complete.1, one_mulVec]
    exact congrFun hc k
  constructor
  · refine ⟨((of u)ᵀ *ᵥ fun k => dispersive g (E k) w * (u k ⬝ᵥ d),
      (of u)ᵀ *ᵥ fun k => absorptive g (E k) w * (u k ⬝ᵥ d)), ?_, ?_⟩
    · exact (isDampedResponse_iff h hg d _ _).mpr fun k => ⟨synth _ k, synth _ k⟩
    · rintro ⟨x, y⟩ hxy
      have hk := (isDampedResponse_iff h hg d x y).mp hxy
      have hx : x = (of u)ᵀ *ᵥ fun k => dispersive g (E k) w * (u k ⬝ᵥ d) :=
        h.ext_components fun k => (hk k).1.trans
          (synth (fun k => dispersive g (E k) w * (u k ⬝ᵥ d)) k).symm
      have hy : y = (of u)ᵀ *ᵥ fun k => absorptive g (E k) w * (u k ⬝ᵥ d) :=
        h.ext_components fun k => (hk k).2.trans
          (synth (fun k => absorptive g (E k) w * (u k ⬝ᵥ d)) k).symm
      exact Prod.ext hx hy
  · intro x y hxy
    have hk := (isDampedResponse_iff h hg d x y).mp hxy
    constructor
    · rw [h.parseval d y]
      refine Finset.sum_congr rfl fun k _ => ?_
      rw [(hk k).2, dotProduct_comm d (u k)]
      ring
    · rw [h.parseval d x]
      refine Finset.sum_congr rfl fun k _ => ?_
      rw [(hk k).1, dotProduct_comm d (u k)]
      ring

/-- An absorptive profile of positive width is integrable over frequency, with area `π`. -/
theorem absorptive_area {g : ℝ} (hg : 0 < g) (E : ℝ) :
    Integrable (absorptive g E) ∧ ∫ w, absorptive g E w = Real.pi := by
  have hf : absorptive g E = fun w => g⁻¹ * (1 + ((w - E) / g) ^ 2)⁻¹ := by
    funext w
    have h1 : 1 + ((w - E) / g) ^ 2 = ((E - w) ^ 2 + g ^ 2) / g ^ 2 := by
      field_simp
      ring
    have h2 : (E - w) ^ 2 + g ^ 2 ≠ 0 := by positivity
    rw [h1, inv_div, absorptive]
    field_simp
  rw [hf]
  constructor
  · exact ((integrable_inv_one_add_sq.comp_div hg.ne').comp_sub_right E).const_mul g⁻¹
  · -- shift the line to the origin, then rescale by its width
    have h1 : ∫ w : ℝ, (1 + ((w - E) / g) ^ 2)⁻¹ = ∫ w : ℝ, (1 + (w / g) ^ 2)⁻¹ :=
      integral_sub_right_eq_self (fun w : ℝ => (1 + (w / g) ^ 2)⁻¹) E
    have h2 : ∫ w : ℝ, (1 + (w / g) ^ 2)⁻¹ = |g| • ∫ w : ℝ, (1 + w ^ 2)⁻¹ :=
      Measure.integral_comp_div (fun w : ℝ => (1 + w ^ 2)⁻¹) g
    rw [integral_const_mul, h1, h2, integral_univ_inv_one_add_sq, abs_of_pos hg,
      smul_eq_mul, inv_mul_cancel_left₀ hg.ne']

/-- For symmetric `A` and positive damping, the absorption spectrum `d · y(w)` integrated
over all frequencies equals `π d · d`. -/
theorem integrated_absorption (hA : Aᵀ = A) {g : ℝ} (hg : 0 < g) (d : n → ℝ)
    (x y : ℝ → n → ℝ) (hxy : ∀ w, IsDampedResponse A w g d (x w) (y w)) :
    ∫ w, d ⬝ᵥ y w = Real.pi * (d ⬝ᵥ d) := by
  obtain ⟨v, e, h⟩ := exists_isEigenbasis hA
  have hs : (fun w => d ⬝ᵥ y w) =
      fun w => ∑ k, (d ⬝ᵥ v k) ^ 2 * absorptive g (e k) w :=
    funext fun w => ((damped_response_spectrum h hg.ne' d).2 _ _ (hxy w)).1
  rw [hs, integral_finsetSum _ fun k _ => (absorptive_area hg (e k)).1.const_mul _,
    h.parseval d d, Finset.mul_sum]
  refine Finset.sum_congr rfl fun k _ => ?_
  rw [integral_const_mul, (absorptive_area hg (e k)).2, dotProduct_comm d (v k)]
  ring

end

end DampedResponseSpectrum
```

```lean
#print axioms DampedResponseSpectrum.damped_response_spectrum
#print axioms DampedResponseSpectrum.integrated_absorption
```

```
'DampedResponseSpectrum.damped_response_spectrum' depends on axioms: [propext, Classical.choice, Quot.sound]
'DampedResponseSpectrum.integrated_absorption' depends on axioms: [propext, Classical.choice, Quot.sound]
```

## What the theorems say about the spectrum

The finite type `n` labels the basis states, `A` is a real matrix over it, and `⬝ᵥ` and `*ᵥ` are the dot product and the matrix-vector product. `IsEigenbasis A u E` says that the vectors `u k` are orthonormal and are eigenvectors with energies `E k`. Degenerate energies are allowed. `exists_isEigenbasis` supplies such a basis for every symmetric matrix, and `isEigenbasis_witness` exhibits one for a coupled two-level matrix with energies 25 and 0.

`IsDampedResponse A w g d x y` is the pair of real equations. They are the real and imaginary parts of $(A-w-ig)(x+iy)=d$, which fixes the sign convention: for $g>0$ the absorptive part $d\cdot y$ is nonnegative.

`damped_response_spectrum` states that exactly one pair $(x,y)$ solves the equations, and that any solution has the two overlaps above. Besides the eigenbasis, it needs only `g ≠ 0`, and so does the componentwise statement `isDampedResponse_iff`. `integrated_absorption` requires `0 < g` and takes a solution at every real frequency, negative ones included.

The damping is postulated. It stands for a finite lifetime or a finite resolution, is the same for all lines, and equals each line's half width at half maximum. The model keeps only the resonant term of the response and leaves out the prefactors that turn $d\cdot y$ into a cross section. Because the matrix is finite, a continuum enters only as a discrete set of broadened levels, with no limit taken.

## How the proof follows the calculation

The matrix `of u` has the eigenvectors as rows. `IsEigenbasis.complete` turns orthonormality into completeness, using the fact that a one-sided inverse of a square matrix is two-sided. From this, `IsEigenbasis.parseval` expands dot products in components, and `IsEigenbasis.ext_components` shows that components determine a vector.

`IsEigenbasis.dot_mulVec` is the projection rule $u_k\cdot(Ax)=E_kx_k$. Here the proof differs slightly from the derivation: it obtains the rule from the eigenvalue equations and completeness, so symmetry is not a separate hypothesis.

`isDampedResponse_iff` is the central step. In the forward direction, its `linear_combination` calls use the same multipliers, $\Delta_k$ and $g$, as the elimination above. The reverse direction is the substitution check. In the main theorem, `synth` builds a vector from prescribed components, which gives existence; `ext_components` gives uniqueness and `parseval` the two sums.

`absorptive_area` shifts and rescales the standard integral of $1/(1+t^2)$. It also proves integrability, which `integrated_absorption` uses to exchange the finite sum with the integral.

## Solving for the spectrum without diagonalising

For a large but finite matrix model in electronic structure, the result means that a linear solve at each frequency gives the broadened spectrum without computing individual eigenvectors. Eliminating $x=(A-w)y/g$ leaves

$$\big[(A-w)^2+g^2\big]\,y=g\,d,$$

whose matrix is symmetric and positive definite, so conjugate gradients apply using only products of $A$ with vectors. Small $g$ can make convergence slow, and a frequency grid much coarser than $g$ can step over the peak of a line. On a small matrix, the output can be compared with the sum over sticks.

The component formulas also lead to a neighbouring identity, which I derive here by hand only. Since $x_k^2+y_k^2=d_k^2/(\Delta_k^2+g^2)$, summing over $k$ gives

$$g\,(x\cdot x+y\cdot y)=d\cdot y,$$

so the absorption equals the damping times the squared size of the response. An exact solution must satisfy this identity, but the identity does not certify a solution: $x=y=0$ satisfies it for every $d$. In exact arithmetic, so does every conjugate-gradient iterate for $y$ started from zero, with $x=(A-w)y/g$, even before convergence. Convergence should therefore be judged from the residual of the equations, which also needs no eigenvectors.
